# A zero-energy eigenstate of the four-site ring that is not a Bloch state

An eigenvector of a periodic Hamiltonian has a crystal momentum if it is also an eigenvector of the translation. A diagonalisation routine returns some basis of each degenerate eigenspace, and its members need not have a crystal momentum at all. The example here is one electron on a ring of four equal sites, without interactions, hopping between nearest neighbours. With energies measured from the on-site energy, the state (1, 0, −1, 0) has energy 0. It is not an eigenvector of the translation, and it has different densities on neighbouring sites.

Bloch's theorem allows this. It says that a basis of common eigenvectors of energy and translation can be chosen, not that every energy eigenvector belongs to one.

## The standing wave and the two running waves

Number the sites of a ring of N sites by j = 0, …, N − 1 and count cyclically. For a state with amplitudes ψ(j), the translation T and the Hamiltonian H with real hopping amplitude t are

(Tψ)(j) = ψ(j+1)

(Hψ)(j) = −t (ψ(j+1) + ψ(j−1)).

A Bloch state is a nonzero ψ with Tψ = cψ for some complex number c. In textbook notation c = exp(ik), with k the crystal momentum and the lattice spacing set to 1.

Take N = 4 and ψ = (1, 0, −1, 0). Then

(Hψ)(0) = −t (0 + 0) = 0

(Hψ)(1) = −t (−1 + 1) = 0

(Hψ)(2) = −t (0 + 0) = 0

(Hψ)(3) = −t (1 − 1) = 0,

so ψ is an eigenvector with energy 0. Its translate is Tψ = (0, −1, 0, 1). If this were cψ, site 1 would give −1 = c · 0, which is impossible. The values |ψ(j)|² are 1, 0, 1, 0, or 1/2, 0, 1/2, 0 after normalisation.

Such a state needs a degenerate energy. On every ring,

(HTψ)(j) = −t (ψ(j+2) + ψ(j)) = (THψ)(j).

If Hψ = Eψ, then H(Tψ) = T(Hψ) = E(Tψ), so Tψ solves the same eigenvalue equation. If all solutions at energy E are multiples of ψ, it follows that Tψ = cψ, so a nonzero ψ is then a Bloch state.

The uneven density also rules out a Bloch state. If Tψ = cψ, then

|ψ(j+1)|² = |c|² |ψ(j)|².

Summing over j gives S = |c|² S, where S is the total of |ψ(j)|² around the ring, because the translation only reorders the terms. Since S > 0, |c|² = 1. Neighbouring densities are therefore equal, and stepping from site to site makes them all equal.

For t ≠ 0 the whole zero-energy space on four sites can be written down. The equations Hψ = 0 reduce to ψ(1) + ψ(3) = 0 and ψ(0) + ψ(2) = 0, so the solutions are

ψ = (a, b, −a, −b)

with arbitrary complex a and b. The condition Tψ = cψ reads (b, −a, −b, a) = c(a, b, −a, −b), that is,

b = ca and −a = cb.

If a = 0, then b = 0 and the state vanishes, so a ≠ 0. Moreover b² = cab = a(cb) = −a², hence

(b − ia)(b + ia) = 0

and b = ia or b = −ia. Conversely, these choices satisfy both equations with c = i and c = −i. They are running waves with k = π/2 and k = −π/2, and the standing wave is half their sum at a = 1:

(1, 0, −1, 0) = ½ [(1, i, −1, −i) + (1, −i, −1, i)].

A mistake that suggests itself is to read the density criterion backwards and accept a state as a Bloch state because its density is uniform. The state (1, 1, −1, −1) has energy 0 and uniform density, but b = a = 1 is neither i nor −i, so it is not a Bloch state.

## Ring, translation and hopping in Lean

```lean
import Mathlib

open Matrix Complex

namespace BlochCounterexample

noncomputable section
```

A state is a function `Fin N → ℂ`, one complex amplitude per site. Addition in `Fin N` is cyclic, which supplies the periodic boundary condition, and `[NeZero N]` requires at least one site. The translation T is called `shift`.

```lean
/-- Translation by one site on a ring of `N` sites: the new amplitude at `j` is the old one
at `j + 1`. -/
def shift {N : ℕ} [NeZero N] (ψ : Fin N → ℂ) : Fin N → ℂ := fun j => ψ (j + 1)
```

This convention brings the amplitude from site j + 1 to site j, so the pattern moves towards smaller j. The opposite convention would replace the eigenvalue c by its inverse.

```lean
/-- The hopping Hamiltonian with amplitude `t`: each site is coupled to the next and to the
previous site of the ring. -/
def hopping {N : ℕ} [NeZero N] (t : ℝ) (ψ : Fin N → ℂ) : Fin N → ℂ :=
  fun j => -(t : ℂ) * (ψ (j + 1) + ψ (j - 1))
```

The parameter `t` is real and has the units of energy: on a ring of at least three sites, the matrix element of the Hamiltonian between neighbouring sites is −t. The on-site energy is set to zero. The definition also makes sense on very short rings: for N = 2 the two neighbours are the same site, counted twice, and for N = 1 the site is its own neighbour.

```lean
/-- A Bloch state is a nonzero eigenvector of the shift. -/
def IsBloch {N : ℕ} [NeZero N] (ψ : Fin N → ℂ) : Prop :=
  ψ ≠ 0 ∧ ∃ c : ℂ, shift ψ = c • ψ
```

`IsBloch` asks for a nonzero state and a complex shift eigenvalue. That the eigenvalue has modulus one is not part of the definition; it is derived below. With one amplitude per cell, the periodic factor of a textbook Bloch function is a constant.

```lean
/-- The (unnormalised) density of a state at site `j`. -/
def density {N : ℕ} (ψ : Fin N → ℂ) (j : Fin N) : ℝ := ‖ψ j‖ ^ 2
```

The density is not divided by its total over the ring, so it sums to 1 only for a normalised state.

```lean
/-- The state `(a, b, -a, -b)` on the 4-site ring. -/
def zeroMode (a b : ℂ) : Fin 4 → ℂ := ![a, b, -a, -b]
```

`zeroMode a b` is the family found above. It includes the zero vector, at a = b = 0.

```lean
/-- The standing wave `(1, 0, -1, 0)` on the 4-site ring. -/
def standingWave : Fin 4 → ℂ := ![1, 0, -1, 0]
```

The next theorem confirms that on four sites the definition of `hopping` is the familiar matrix: −t times the matrix with entry 1 for each pair of neighbours.

```lean
/-- On four sites the hopping Hamiltonian is `-t` times the adjacency matrix of the ring. -/
theorem hopping_eq_matrix (t : ℝ) (ψ : Fin 4 → ℂ) :
    hopping t ψ =
      (-(t : ℂ)) • (!![0, 1, 0, 1; 1, 0, 1, 0; 0, 1, 0, 1; 1, 0, 1, 0] *ᵥ ψ) := by
  funext j
  fin_cases j
  · refine (show hopping t ψ 0 = -(t : ℂ) * (ψ 1 + ψ 3) from rfl).trans ?_
    simp [dotProduct, Fin.sum_univ_four]
  · refine (show hopping t ψ 1 = -(t : ℂ) * (ψ 0 + ψ 2) from
      congrArg _ (add_comm _ _)).trans ?_
    simp [dotProduct, Fin.sum_univ_four]
  · refine (show hopping t ψ 2 = -(t : ℂ) * (ψ 1 + ψ 3) from
      congrArg _ (add_comm _ _)).trans ?_
    simp [dotProduct, Fin.sum_univ_four]
  · refine (show hopping t ψ 3 = -(t : ℂ) * (ψ 0 + ψ 2) from rfl).trans ?_
    simp [dotProduct, Fin.sum_univ_four]
```

The proof compares the two sides site by site. `fin_cases j` produces the four cases, the `show` lines evaluate the cyclic indices, and `simp` multiplies out the corresponding matrix row.

## Translation symmetry on a ring of any length

```lean
/-- Hopping commutes with translation by one site. -/
theorem hopping_shift {N : ℕ} [NeZero N] (t : ℝ) (ψ : Fin N → ℂ) :
    hopping t (shift ψ) = shift (hopping t ψ) := by
  funext j
  simp only [hopping, shift, sub_add_cancel, add_sub_cancel_right]
```

This is HT = TH. After unfolding the definitions, the proof needs only (j − 1) + 1 = j and (j + 1) − 1 = j in cyclic arithmetic.

```lean
/-- An energy eigenstate is a Bloch state if its energy is non-degenerate, that is, if every
solution at that energy is a multiple of it. -/
theorem isBloch_of_nondegenerate {N : ℕ} [NeZero N] (t : ℝ) (E : ℂ) (ψ : Fin N → ℂ)
    (hne : ψ ≠ 0) (hE : hopping t ψ = E • ψ)
    (hnd : ∀ φ : Fin N → ℂ, hopping t φ = E • φ → ∃ c : ℂ, φ = c • ψ) :
    IsBloch ψ := by
  -- the translated state has the same energy
  refine ⟨hne, hnd (shift ψ) ?_⟩
  rw [hopping_shift, hE]
  rfl
```

The hypothesis `hnd` expresses non-degeneracy: every φ satisfying the eigenvalue equation at energy `E` is a multiple of ψ. The proof applies it to `shift ψ`. It remains to show that the translated state has energy `E`, which follows from `hopping_shift` and `hE`. The energy is allowed to be complex, since the argument never uses that it is real.

```lean
/-- Every Bloch state has the same density on all sites of the ring. -/
theorem IsBloch.density_uniform {N : ℕ} [NeZero N] {ψ : Fin N → ℂ} (h : IsBloch ψ)
    (j k : Fin N) : density ψ j = density ψ k := by
  obtain ⟨hne, c, hc⟩ := h
  have hstep : ∀ i, density ψ (i + 1) = ‖c‖ ^ 2 * density ψ i := by
    intro i
    have hi : ψ (i + 1) = c * ψ i := congrFun hc i
    simp only [density]
    rw [hi, norm_mul, mul_pow]
  -- the total density is unchanged by translation, so the eigenvalue has modulus one
  have hsum : ∑ i, density ψ (i + 1) = ∑ i, density ψ i :=
    Equiv.sum_comp (Equiv.addRight (1 : Fin N)) (density ψ)
  have hpos : 0 < ∑ i, density ψ i := by
    obtain ⟨i, hi⟩ := Function.ne_iff.mp hne
    exact Finset.sum_pos' (fun i _ => sq_nonneg ‖ψ i‖)
      ⟨i, Finset.mem_univ i, pow_pos (norm_pos_iff.mpr hi) 2⟩
  have hmod : ‖c‖ ^ 2 = 1 := by
    simp only [hstep] at hsum
    rw [← Finset.mul_sum] at hsum
    exact mul_right_cancel₀ hpos.ne' (by rw [one_mul]; exact hsum)
  -- walk around the ring from site 0
  have hall : ∀ (n : ℕ) (hn : n < N), density ψ ⟨n, hn⟩ = density ψ 0 := by
    intro n
    induction n with
    | zero =>
      intro hn
      exact congrArg (density ψ) (Fin.ext (Nat.zero_mod N).symm)
    | succ n ih =>
      intro hn
      have hs : (⟨n + 1, hn⟩ : Fin N) = ⟨n, by omega⟩ + 1 := by
        apply Fin.ext
        change n + 1 = (n + 1 % N) % N
        rw [Nat.add_mod_mod, Nat.mod_eq_of_lt hn]
      rw [hs, hstep, hmod, one_mul, ih]
  exact (hall j.1 j.2).trans (hall k.1 k.2).symm
```

The theorem says that any two sites j and k carry the same density in a Bloch state. `hstep` is the relation between neighbouring densities, and `hsum` says that translation reorders the total without changing it. `hpos` obtains a positive total from one nonzero amplitude, so that `hmod` can cancel it and conclude |c|² = 1. The induction `hall` then walks from site 0 to every other site; most of its lines identify site n + 1 with the cyclic successor of site n.

Uniformity here compares one amplitude per cell. In a crystal described by a continuous wave function, a Bloch state has a density that repeats from cell to cell but may vary within a cell. The reduction from that description to a single amplitude per site is a modelling assumption, built into the type of ψ and not justified by the theorem.

## All zero-energy states on four sites

```lean
/-- For nonzero hopping amplitude, the zero-energy solutions on the 4-site ring are exactly the
states `(a, b, -a, -b)`. -/
theorem hopping_eq_zero_iff (t : ℝ) (ht : t ≠ 0) (ψ : Fin 4 → ℂ) :
    hopping t ψ = 0 ↔ ∃ a b : ℂ, ψ = zeroMode a b := by
  constructor
  · intro h
    have ht' : -(t : ℂ) ≠ 0 := neg_ne_zero.mpr (Complex.ofReal_ne_zero.mpr ht)
    have h0 : -(t : ℂ) * (ψ 1 + ψ 3) = 0 := congrFun h 0
    have h1 : -(t : ℂ) * (ψ 2 + ψ 0) = 0 := congrFun h 1
    have e0 := (mul_eq_zero.mp h0).resolve_left ht'
    have e1 := (mul_eq_zero.mp h1).resolve_left ht'
    refine ⟨ψ 0, ψ 1, ?_⟩
    funext j
    fin_cases j
    · rfl
    · rfl
    · change ψ 2 = -ψ 0
      linear_combination e1
    · change ψ 3 = -ψ 1
      linear_combination e0
  · rintro ⟨a, b, rfl⟩
    funext j
    fin_cases j
    · change -(t : ℂ) * (b + -b) = 0
      ring
    · change -(t : ℂ) * (-a + a) = 0
      ring
    · change -(t : ℂ) * (-b + b) = 0
      ring
    · change -(t : ℂ) * (a + -a) = 0
      ring
```

The condition `t ≠ 0` means that the electron can actually hop. At t = 0 every state has energy 0, including states not of the form (a, b, −a, −b). In the forward direction, the equations at sites 0 and 1 are divided by −t and solved with a = ψ(0) and b = ψ(1). In the converse direction, the two neighbouring amplitudes cancel at each site.

```lean
/-- The state `(a, b, -a, -b)` is a Bloch state exactly when `a` is nonzero and
`b = i a` or `b = -i a`. -/
theorem zeroMode_isBloch_iff (a b : ℂ) :
    IsBloch (zeroMode a b) ↔ a ≠ 0 ∧ (b = I * a ∨ b = -I * a) := by
  constructor
  · rintro ⟨hne, c, h⟩
    have h0 : b = c * a := congrFun h 0
    have h1 : -a = c * b := congrFun h 1
    refine ⟨fun ha => hne ?_, ?_⟩
    · have hb : b = 0 := by rw [h0, ha, mul_zero]
      funext j
      fin_cases j <;> simp [zeroMode, ha, hb]
    · -- eliminating the shift eigenvalue gives b² + a² = 0
      have hp : (b - I * a) * (b + I * a) = 0 := by
        linear_combination b * h0 - a * h1 - a ^ 2 * I_sq
      rcases mul_eq_zero.mp hp with h2 | h2
      · left
        linear_combination h2
      · right
        linear_combination h2
  · rintro ⟨ha, hb⟩
    refine ⟨fun h => ha (congrFun h 0), ?_⟩
    rcases hb with rfl | rfl
    · refine ⟨I, ?_⟩
      funext j
      fin_cases j
      · rfl
      · change -a = I * (I * a)
        linear_combination (-a) * I_sq
      · change -(I * a) = I * (-a)
        ring
      · change a = I * (-(I * a))
        linear_combination a * I_sq
    · refine ⟨-I, ?_⟩
      funext j
      fin_cases j
      · rfl
      · change -a = -I * (-I * a)
        linear_combination (-a) * I_sq
      · change -(-I * a) = -I * (-a)
        ring
      · change a = -I * (-(-I * a))
        linear_combination a * I_sq
```

Here `I` is the imaginary unit. The forward direction reads `h0`, b = ca, and `h1`, −a = cb, from the first two sites. The `linear_combination` for `hp` eliminates c and produces the factorisation (b − ia)(b + ia) = 0, and `mul_eq_zero` separates the two cases. For the converse, the proof supplies the shift eigenvalue `I` or `-I` and checks the four sites.

This criterion has a consequence for numerical work on this non-interacting four-site ring. A solver for real symmetric matrices returns real eigenvectors, and no nonzero real pair a, b satisfies b = ±ia. Its zero-energy vectors for t ≠ 0 are therefore never Bloch states and must be recombined before they are given a crystal momentum.

## The counter-example and its decomposition

```lean
/-- The standing wave `(1, 0, -1, 0)` is a nonzero eigenvector of the hopping Hamiltonian with
energy 0, is not an eigenvector of the shift, and has density 1 on site 0 and 0 on site 1. -/
theorem standingWave_counterexample (t : ℝ) :
    standingWave ≠ 0 ∧ hopping t standingWave = (0 : ℂ) • standingWave ∧
      (¬ ∃ c : ℂ, shift standingWave = c • standingWave) ∧
      density standingWave 0 = 1 ∧ density standingWave 1 = 0 := by
  refine ⟨fun h => one_ne_zero (α := ℂ) (congrFun h 0), ?_, ?_, ?_, ?_⟩
  · rw [zero_smul]
    funext j
    fin_cases j
    · change -(t : ℂ) * (0 + 0) = 0
      ring
    · change -(t : ℂ) * (-1 + 1) = 0
      ring
    · change -(t : ℂ) * (0 + 0) = 0
      ring
    · change -(t : ℂ) * (1 + -1) = 0
      ring
  · -- site 1 is empty but its right neighbour is not
    rintro ⟨c, h⟩
    have h1 : (-1 : ℂ) = c * 0 := congrFun h 1
    simp at h1
  · change ‖(1 : ℂ)‖ ^ 2 = 1
    simp
  · change ‖(0 : ℂ)‖ ^ 2 = 0
    simp
```

The five statements joined by `∧` are that the standing wave is nonzero, that it satisfies the eigenvalue equation with energy 0, that no complex c makes it an eigenvector of the shift, and that its densities on sites 0 and 1 are 1 and 0. They hold for every real t, although at t = 0 the Hamiltonian vanishes and the energy statement is trivial.

The energy is checked at each site, as in the calculation above. For the shift, `congrFun h 1` evaluates the supposed eigenvalue equation at site 1, where it becomes −1 = c · 0, and `simp` closes the contradiction. The proof uses neither the density theorem nor the classification of zero-energy states.

```lean
/-- On the 4-site ring it is false that every energy eigenstate is a Bloch state. -/
theorem not_every_eigenstate_isBloch (t : ℝ) :
    ¬ ∀ (E : ℂ) (ψ : Fin 4 → ℂ), ψ ≠ 0 → hopping t ψ = E • ψ → IsBloch ψ := by
  intro h
  obtain ⟨hne, hE, hs, -⟩ := standingWave_counterexample t
  exact hs (h 0 standingWave hne hE).2
```

The negated statement ranges over all energies and all nonzero eigenstates on the four-site ring. The proof specialises it to energy 0 and the standing wave, which contradicts the third part of the preceding theorem.

```lean
/-- The standing wave is half the sum of the two Bloch states `(1, i, -1, -i)` and
`(1, -i, -1, i)`. -/
theorem standingWave_eq_superposition :
    IsBloch (zeroMode 1 I) ∧ IsBloch (zeroMode 1 (-I)) ∧
      standingWave = (1 / 2 : ℂ) • (zeroMode 1 I + zeroMode 1 (-I)) := by
  refine ⟨(zeroMode_isBloch_iff 1 I).mpr ⟨one_ne_zero, Or.inl (mul_one I).symm⟩,
    (zeroMode_isBloch_iff 1 (-I)).mpr ⟨one_ne_zero, Or.inr (mul_one (-I)).symm⟩, ?_⟩
  funext j
  fin_cases j
  · change (1 : ℂ) = 1 / 2 * (1 + 1)
    norm_num
  · change (0 : ℂ) = 1 / 2 * (I + -I)
    ring
  · change (-1 : ℂ) = 1 / 2 * (-1 + -1)
    norm_num
  · change (0 : ℂ) = 1 / 2 * (-I + - -I)
    ring

end

end BlochCounterexample
```

The two Bloch conditions come from `zeroMode_isBloch_iff` with a = 1, and the sum is checked site by site. In normalised form, the running waves are (1, ±i, −1, ∓i)/2, and their sum divided by √2 is the normalised standing wave (1, 0, −1, 0)/√2. The theorem gives this decomposition for one state; it does not construct a Bloch basis for a general ring.

```lean
#print axioms BlochCounterexample.isBloch_of_nondegenerate
-- 'BlochCounterexample.isBloch_of_nondegenerate' depends on axioms: [propext, Classical.choice, Quot.sound]
#print axioms BlochCounterexample.hopping_eq_zero_iff
-- 'BlochCounterexample.hopping_eq_zero_iff' depends on axioms: [propext, Classical.choice, Quot.sound]
#print axioms BlochCounterexample.not_every_eigenstate_isBloch
-- 'BlochCounterexample.not_every_eigenstate_isBloch' depends on axioms: [propext, Classical.choice, Quot.sound]
#print axioms BlochCounterexample.standingWave_eq_superposition
-- 'BlochCounterexample.standingWave_eq_superposition' depends on axioms: [propext, Classical.choice, Quot.sound]
```
